# The total energy of pairs in a single degenerate level, from the Richardson equations

The theorem `total_energy` concerns `n` pairs in a single degenerate level, with coupling `g` and pair degeneracy `Ω`, whose pair energies `E a` are measured from that of an unperturbed pair. It states that whenever these energies solve the Richardson equations, their sum is `-g n (Ω - n + 1)`. The coupling must be nonzero and the pair energies distinct and nonzero; `g`, `Ω` and the energies may be complex, and the existence of a solution is assumed, not proved. The proof multiplies each equation by its own pair energy and adds them all up, so that the interaction terms reduce to a count of the ordered pairs of different labels, `n (n - 1)`, and the total energy can be read off.

The failing Lean file:

```lean
import Mathlib

open Finset

namespace TotalEnergy

/-- The Richardson equations for `n` pair energies `E a` in a single degenerate level, with
coupling `g` and pair degeneracy `Ω`. Energies are measured from that of an unperturbed pair;
the domain is `g ≠ 0` and distinct, nonzero `E a`. -/
def IsRichardson {n : ℕ} (g Ω : ℂ) (E : Fin n → ℂ) : Prop :=
  ∀ a, 1 / g + ∑ b ∈ univ.erase a, 2 / (E b - E a) = -Ω / E a

/-- A sum over all pairs other than `a` is the full sum minus the term of `a`. -/
theorem sum_others {n : ℕ} (f : Fin n → ℂ) (a : Fin n) :
    ∑ b ∈ univ.erase a, f b = ∑ b, f b - f a := by
  linear_combination Finset.add_sum_erase univ f (mem_univ a)

/-- A double sum over ordered pairs of different labels is unchanged when the two labels
are exchanged. -/
theorem sum_exchange {n : ℕ} (F : Fin n → Fin n → ℂ) :
    ∑ a, ∑ b ∈ univ.erase a, F a b = ∑ a, ∑ b ∈ univ.erase a, F b a := by
  apply Finset.sum_comm'
  intro a b
  simp only [mem_univ, mem_erase, true_and, and_true]
  exact ne_comm

/-- Weighted with `w a` and summed over all pairs, the interaction terms of the Richardson
equations combine into divided differences of the weight. -/
theorem weighted_interaction {n : ℕ} (E w : Fin n → ℂ) :
    ∑ a, w a * ∑ b ∈ univ.erase a, 2 / (E b - E a)
      = -∑ a, ∑ b ∈ univ.erase a, (w a - w b) / (E a - E b) := by
  have hx := sum_exchange (fun a b => w a / (E b - E a))
  calc ∑ a, w a * ∑ b ∈ univ.erase a, 2 / (E b - E a)
      = ∑ a, ∑ b ∈ univ.erase a, w a / (E b - E a)
        + ∑ a, ∑ b ∈ univ.erase a, w a / (E b - E a) := by
        rw [← sum_add_distrib]
        refine sum_congr rfl fun a _ => ?_
        rw [mul_sum, ← sum_add_distrib]
        exact sum_congr rfl fun b _ => by ring
    _ = ∑ a, ∑ b ∈ univ.erase a, w a / (E b - E a)
        + ∑ a, ∑ b ∈ univ.erase a, w b / (E a - E b) := congrArg _ hx
    _ = -∑ a, ∑ b ∈ univ.erase a, (w a - w b) / (E a - E b) := by
        rw [← sum_add_distrib, ← sum_neg_distrib]
        refine sum_congr rfl fun a _ => ?_
        rw [← sum_add_distrib, ← sum_neg_distrib]
        refine sum_congr rfl fun b _ => ?_
        rw [← neg_sub (E a) (E b), div_neg]
        ring

/-- The Richardson equations, multiplied by arbitrary weights `w a` and added up. -/
theorem weighted_richardson {n : ℕ} {g Ω : ℂ} {E : Fin n → ℂ}
    (h : IsRichardson g Ω E) (w : Fin n → ℂ) :
    (∑ a, w a) / g - ∑ a, ∑ b ∈ univ.erase a, (w a - w b) / (E a - E b)
      = -Ω * ∑ a, w a / E a := by
  have hs : ∑ a, w a * (1 / g + ∑ b ∈ univ.erase a, 2 / (E b - E a))
      = ∑ a, w a * (-Ω / E a) := sum_congr rfl fun a _ => by rw [h a]
  have hr : ∑ a, w a * (-Ω / E a) = -Ω * ∑ a, w a / E a := by
    rw [mul_sum]
    exact sum_congr rfl fun a _ => by ring
  simp only [mul_add, sum_add_distrib] at hs
  rw [weighted_interaction, ← sum_mul, hr] at hs
  linear_combination hs

/-- The total energy of `n` pairs in a degenerate level is `-g n (Ω - n + 1)`, for every
solution of the Richardson equations with `g ≠ 0` and distinct, nonzero pair energies. -/
theorem total_energy {n : ℕ} {g Ω : ℂ} {E : Fin n → ℂ} (hg : g ≠ 0)
    (hE : Function.Injective E) (h0 : ∀ a, E a ≠ 0) (h : IsRichardson g Ω E) :
    ∑ a, E a = -g * n * (Ω - n + 1) := by
  have key := weighted_richardson h E
  -- each ordered pair of different labels contributes one
  have hd : ∑ a, ∑ b ∈ univ.erase a, (E a - E b) / (E a - E b) = (n : ℂ) * (n - 1) := by
    have hi : ∀ a, ∑ b ∈ univ.erase a, (E a - E b) / (E a - E b) = (n : ℂ) - 1 := by
      intro a
      rw [sum_congr rfl fun b hb =>
        div_self (sub_ne_zero.2 (hE.ne (ne_of_mem_erase hb).symm)), sum_others (fun _ => 1)]
      simp
    rw [sum_congr rfl fun a _ => hi a]
    simp
  have hn : ∑ a, E a / E a = (n : ℂ) := by
    rw [sum_congr rfl fun a _ => div_self (h0 a)]
    simp
  rw [hd, hn] at key
  linear_combination g * key - div_mul_cancel₀ (∑ a, E a) hg

end TotalEnergy
```

The error:

```
Main.lean:71:86: error: unsolved goals
n : ℕ
g Ω : ℂ
E : Fin n → ℂ
hg : g ≠ 0
hE : Function.Injective E
h0 : ∀ (a : Fin n), E a ≠ 0
h : IsRichardson g Ω E
key : (∑ a, E a) / g - ∑ a, ∑ b ∈ univ.erase a, (E a - E b) / (E a - E b) = -Ω * ∑ a, E a / E a
hi : ∀ (a : Fin n), ∑ b ∈ univ.erase a, (E a - E b) / (E a - E b) = ↑n - 1
⊢ ↑n * ↑n - ↑n = ↑n * (↑n - 1)
```

Diagnosis. The one error is in `hd`, the step that counts the ordered pairs. By then `hi` has turned each inner sum into `n - 1`, and what remains is to add this constant over the `n` labels and get `n * (n - 1)`. The closing `simp` does evaluate the sum, but as a difference of two sums, of `n` and of `1`, which gives `↑n * ↑n - ↑n`. The right-hand side keeps its factored form, since `simp` does not by default multiply out a product over a subtraction. The two sides are equal but written differently, and Lean reports the equation between them as an unsolved goal.

The repair adds `ring` after `simp`. The remaining goal is an identity in the commutative ring `ℂ`, and `ring` proves it by bringing both sides to a common normal form.

After these edits no error is left:

```diff
@@ -77,4 +77,5 @@
     rw [sum_congr rfl fun a _ => hi a]
     simp
+    ring
   have hn : ∑ a, E a / E a = (n : ℂ) := by
     rw [sum_congr rfl fun a _ => div_self (h0 a)]
```
